# A soft-core attraction has a negative virial defect at a stationary scale

Take an energy made of a kinetic part and a soft-core attraction sampled at finitely many radii, at least one, with positive weights. If this energy is stationary under uniform scaling, its kinetic part is less than half the magnitude of its potential part. The virial defect, meaning twice the kinetic part plus the potential part, is then negative. The stationary scale also minimises the energy over all positive scales.

For a bare Coulomb attraction, stationarity under scaling makes the potential energy exactly minus twice the kinetic energy. A softened attraction replaces the singularity at the nucleus by a well of finite depth, and this brings in a length that does not scale with the wavefunction. The problems below work out how the balance shifts. For a local, one-electron model with positive kinetic energy, a single scale parameter and this softened potential, a virial ratio (minus the potential energy divided by the kinetic energy) above 2 is therefore not in itself a sign of a badly chosen scale, whereas a ratio of 2 or less shows that the scale is not stationary.

## The scaled energy and the soft core

Contract a wavefunction $\psi$ by a factor $s>0$, so that $\psi_s(\mathbf x)=s^{3/2}\psi(s\mathbf x)$. The kinetic energy $T$ becomes $s^2T$, and the potential $V$ is felt at radii divided by $s$. With the density represented by radii $r_i$ and fixed weights $w_i$, the energy is

$$E(s)=s^2T+\sum_i w_i\,V(r_i/s).$$

In Lean, `scaledEnergy T w r V s` is $E(s)$, and `ι` is the finite type of indices $i$. The theorems start from this sum; the step from the integral over a real density to the sum is left to the reader's model. A nonlocal pseudopotential does not have this form, since its energy is not a weighted sum of values $V(r_i)$.

```lean
import Mathlib

open Finset

namespace SoftCoreVirial

noncomputable section

variable {ι : Type*} [Fintype ι]

/-- Energy at scale `s ≠ 0`: the kinetic part `T` grows as `s ^ 2`, and the potential `V` is
sampled at the contracted radii `r i / s` with weights `w i`. -/
def scaledEnergy (T : ℝ) (w r : ι → ℝ) (V : ℝ → ℝ) (s : ℝ) : ℝ :=
  s ^ 2 * T + ∑ i, w i * V (r i / s)
```

The potential energy at $s=1$ is $\langle V\rangle=\sum_i w_iV(r_i)$. Despite its name, `meanPotential` is an average only if the weights add up to one, which is never required.

```lean
/-- The potential energy `⟨V⟩` of the unscaled sample. -/
def meanPotential (w r : ι → ℝ) (V : ℝ → ℝ) : ℝ :=
  ∑ i, w i * V (r i)
```

The soft core is $v_a(x)=-1/\sqrt{x^2+a^2}$, in atomic units with unit charge, where $a>0$ is the softening length.

```lean
/-- The soft-core attraction `-1 / √(x² + a²)`, for `x` and `a` not both zero. -/
def softCore (a x : ℝ) : ℝ := -1 / √(x ^ 2 + a ^ 2)
```

## (a) Slope of the energy at unit scale

**Task.** Let $V$ be differentiable at every $r_i$. Show that

$$E'(1)=2T-\sum_i w_i\,r_i\,V'(r_i).$$

**Solution.** The kinetic term has derivative $2sT$, which is $2T$ at $s=1$. The radius $r_i/s$ has derivative $-r_i/s^2$, which is $-r_i$ at $s=1$. By the chain rule, $V(r_i/s)$ has slope $-r_iV'(r_i)$ there. Multiplying by $w_i$ and adding gives the claim.

In Lean, `HasDerivAt f d 1` says that `f` is differentiable at 1 with derivative `d`. The steps `hq`, `hc`, `hsum` and `hkin` are the derivatives of the radius, of one potential term, of the whole sum and of the kinetic term. The kinetic energy, weights and radii may be any real numbers here.

```lean
/-- If `V` is differentiable at the sample radii, the slope of the scaled energy at `s = 1` is
`2T - ∑ w r V'(r)`. -/
theorem hasDerivAt_scaledEnergy (T : ℝ) (w r : ι → ℝ) (V : ℝ → ℝ)
    (hV : ∀ i, DifferentiableAt ℝ V (r i)) :
    HasDerivAt (scaledEnergy T w r V) (2 * T - ∑ i, w i * (r i * deriv V (r i))) 1 := by
  have hq : ∀ i, HasDerivAt (fun s : ℝ => r i / s) (-(r i)) 1 := by
    intro i
    have h := (hasDerivAt_const (1 : ℝ) (r i)).fun_div (hasDerivAt_id' (1 : ℝ)) one_ne_zero
    exact h.congr_deriv (by ring)
  -- chain rule for each sampled radius
  have hc : ∀ i, HasDerivAt (fun s : ℝ => V (r i / s)) (deriv V (r i) * -(r i)) 1 :=
    fun i => (hV i).hasDerivAt.comp_of_eq (1 : ℝ) (hq i) (by simp)
  have hsum : HasDerivAt (fun s : ℝ => ∑ i, w i * V (r i / s))
      (∑ i, w i * (deriv V (r i) * -(r i))) 1 :=
    HasDerivAt.fun_sum fun i _ => (hc i).const_mul (w i)
  have hkin : HasDerivAt (fun s : ℝ => s ^ 2 * T) (2 * T) 1 :=
    ((hasDerivAt_pow 2 (1 : ℝ)).mul_const T).congr_deriv (by norm_num)
  refine (hkin.fun_add hsum).congr_deriv ?_
  rw [sub_eq_add_neg, ← Finset.sum_neg_distrib]
  congr 1
  exact Finset.sum_congr rfl fun i _ => by ring
```

## (b) The virial condition

**Task.** Under the same assumption on $V$, show that $E$ is stationary at $s=1$ exactly when

$$2T=\sum_i w_i\,r_i\,V'(r_i).$$

**Solution.** Stationary means $E'(1)=0$. Set the slope from (a) to zero and rearrange; each step can be reversed.

Stationarity is written `HasDerivAt (scaledEnergy T w r V) 0 1`. The forward direction uses the fact that a function has only one derivative at a point, so 0 must equal the slope from (a).

```lean
/-- Virial condition: for `V` differentiable at the sample radii, the energy is stationary at
`s = 1` exactly when `2T = ∑ w r V'(r)`. -/
theorem stationary_iff_virial (T : ℝ) (w r : ι → ℝ) (V : ℝ → ℝ)
    (hV : ∀ i, DifferentiableAt ℝ V (r i)) :
    HasDerivAt (scaledEnergy T w r V) 0 1 ↔
      2 * T = ∑ i, w i * (r i * deriv V (r i)) := by
  have h := hasDerivAt_scaledEnergy T w r V hV
  constructor
  · intro h0
    have := h0.unique h
    linarith
  · intro e
    exact h.congr_deriv (by linarith)
```

## (c) Slope of the soft core

**Task.** For $a>0$ and every real $x$, show that

$$v_a'(x)=\frac{x}{(x^2+a^2)^{3/2}}.$$

**Solution.** Put $q=\sqrt{x^2+a^2}$, which is positive because $a>0$. Then $q'=x/q$, and

$$v_a'=\left(-\frac1q\right)'=\frac{q'}{q^2}=\frac{x}{q^3}.$$

Lean writes the power $3/2$ as the cube of a square root, `√(x ^ 2 + a ^ 2) ^ 3`. The quotient rule gives an unsimplified fraction, which `alg` reduces to $x/q^3$.

```lean
/-- For `a > 0` the soft core has slope `x / (x² + a²)^(3/2)` at every `x`. -/
theorem hasDerivAt_softCore {a : ℝ} (ha : 0 < a) (x : ℝ) :
    HasDerivAt (softCore a) (x / √(x ^ 2 + a ^ 2) ^ 3) x := by
  have hp : 0 < x ^ 2 + a ^ 2 := by positivity
  have h1 : HasDerivAt (fun y : ℝ => y ^ 2 + a ^ 2) (2 * x) x :=
    ((hasDerivAt_pow 2 x).add_const (a ^ 2)).congr_deriv (by norm_num)
  have h3 := (hasDerivAt_const x (-1 : ℝ)).fun_div (h1.sqrt hp.ne') (Real.sqrt_pos.2 hp).ne'
  have alg : ∀ q : ℝ, (0 * q - (-1) * (2 * x / (2 * q))) / q ^ 2 = x / q ^ 3 := by
    intro q
    ring
  exact h3.congr_deriv (alg _)
```

## (d) Kinetic energy fixed by the sample

**Task.** For $V=v_a$ with $a>0$, show that $E$ is stationary at $s=1$ exactly when

$$2T=\sum_i w_i\,\frac{r_i^2}{(r_i^2+a^2)^{3/2}}.$$

**Solution.** By (c), $v_a$ is differentiable everywhere, so (b) applies. Insert $r_iv_a'(r_i)=r_i^2/(r_i^2+a^2)^{3/2}$.

The proof makes this substitution term by term in `e`. The signs of the weights play no part yet.

```lean
/-- For the soft core with `a > 0`, the energy is stationary at `s = 1` exactly when
`2T = ∑ w r² / (r² + a²)^(3/2)`. -/
theorem softCore_stationary_iff {a : ℝ} (ha : 0 < a) (T : ℝ) (w r : ι → ℝ) :
    HasDerivAt (scaledEnergy T w r (softCore a)) 0 1 ↔
      2 * T = ∑ i, w i * (r i ^ 2 / √(r i ^ 2 + a ^ 2) ^ 3) := by
  rw [stationary_iff_virial T w r _ fun i => (hasDerivAt_softCore ha (r i)).differentiableAt]
  have e : ∑ i, w i * (r i * deriv (softCore a) (r i)) =
      ∑ i, w i * (r i ^ 2 / √(r i ^ 2 + a ^ 2) ^ 3) := by
    refine Finset.sum_congr rfl fun i _ => ?_
    rw [(hasDerivAt_softCore ha (r i)).deriv]
    ring
  rw [e]
```

## (e) The defect and its sign

**Task.** Let $a>0$, let all $w_i>0$, and let there be at least one radius. If $E$ is stationary at $s=1$ for $V=v_a$, show that

$$2T+\langle V\rangle=-\sum_i w_i\,\frac{a^2}{(r_i^2+a^2)^{3/2}}<0.$$

**Solution.** With $q_i=\sqrt{r_i^2+a^2}$, part (d) gives

$$2T+\langle V\rangle=\sum_i w_i\left(\frac{r_i^2}{q_i^3}-\frac1{q_i}\right).$$

Since $q_i^2=r_i^2+a^2$, the bracket equals

$$\frac{r_i^2-q_i^2}{q_i^3}=-\frac{a^2}{q_i^3}.$$

Every term of the sum is therefore negative, and there is at least one term.

The theorem returns the equality and the inequality as a pair. `Nonempty ι` supplies the radius, and `hw` says that the weights are positive. The bracket is computed in `alg`, the sum is assembled in `key`, and the sign comes from `Finset.sum_pos`.

```lean
/-- Virial defect of the soft core: for `a > 0`, positive weights and a nonempty sample,
stationarity at `s = 1` gives `2T + ⟨V⟩ = -∑ w a² / (r² + a²)^(3/2)`, which is negative. -/
theorem softCore_virial_defect [Nonempty ι] {a : ℝ} (ha : 0 < a) {T : ℝ} {w r : ι → ℝ}
    (hw : ∀ i, 0 < w i) (h : HasDerivAt (scaledEnergy T w r (softCore a)) 0 1) :
    2 * T + meanPotential w r (softCore a) =
        -∑ i, w i * (a ^ 2 / √(r i ^ 2 + a ^ 2) ^ 3) ∧
      2 * T + meanPotential w r (softCore a) < 0 := by
  -- pointwise value of r V' + V
  have alg : ∀ q R A : ℝ, 0 < q → q ^ 2 = R + A → R / q ^ 3 + -1 / q = -(A / q ^ 3) := by
    intro q R A hq hRA
    have e : -1 / q = -(q ^ 2) / q ^ 3 := by
      rw [div_eq_div_iff hq.ne' (pow_pos hq 3).ne']
      ring
    rw [e, hRA]
    ring
  have key : 2 * T + meanPotential w r (softCore a) =
      -∑ i, w i * (a ^ 2 / √(r i ^ 2 + a ^ 2) ^ 3) := by
    rw [(softCore_stationary_iff ha T w r).1 h, meanPotential, ← Finset.sum_add_distrib,
      ← Finset.sum_neg_distrib]
    refine Finset.sum_congr rfl fun i _ => ?_
    have hp : 0 < r i ^ 2 + a ^ 2 := by positivity
    rw [← mul_add, softCore, alg _ _ _ (Real.sqrt_pos.2 hp) (Real.sq_sqrt hp.le), mul_neg]
  refine ⟨key, ?_⟩
  rw [key]
  refine neg_neg_of_pos (Finset.sum_pos (fun i _ => ?_) Finset.univ_nonempty)
  have hp : 0 < √(r i ^ 2 + a ^ 2) := Real.sqrt_pos.2 (by positivity)
  exact mul_pos (hw i) (by positivity)
```

## (f) The virial ratio

**Task.** Let $a>0$ and all $w_i>0$, and let some radius $r_j$ be nonzero. If $E$ is stationary at $s=1$ for $V=v_a$, show that

$$-\frac{\langle V\rangle}{T}>2.$$

**Solution.** In the sum of (d) no term is negative, and the term $i=j$ is positive, so $T>0$. Part (e) gives $-\langle V\rangle>2T$. Divide by $T$.

If every radius were zero, (d) would give $T=0$ and there would be no ratio to speak of. In the proof, `hpos` is the positivity of the sum and `hT` that of $T$; the index $j$ also shows that the sample is nonempty, as (e) needs.

```lean
/-- For the soft core with `a > 0`, positive weights and at least one nonzero radius,
stationarity at `s = 1` forces the virial ratio `-⟨V⟩ / T` above `2`. -/
theorem two_lt_virial_ratio {a : ℝ} (ha : 0 < a) {T : ℝ} {w r : ι → ℝ}
    (hw : ∀ i, 0 < w i) (hr : ∃ j, r j ≠ 0)
    (h : HasDerivAt (scaledEnergy T w r (softCore a)) 0 1) :
    2 < -meanPotential w r (softCore a) / T := by
  obtain ⟨j, hj⟩ := hr
  have : Nonempty ι := ⟨j⟩
  have hpos : 0 < ∑ i, w i * (r i ^ 2 / √(r i ^ 2 + a ^ 2) ^ 3) := by
    refine Finset.sum_pos' (fun i _ => mul_nonneg (hw i).le (by positivity))
      ⟨j, Finset.mem_univ j, ?_⟩
    have hp : 0 < √(r j ^ 2 + a ^ 2) := Real.sqrt_pos.2 (by positivity)
    exact mul_pos (hw j) (by positivity)
  have hT : 0 < T := by
    have := (softCore_stationary_iff ha T w r).1 h
    linarith
  rw [lt_div_iff₀ hT]
  linarith [(softCore_virial_defect ha hw h).2]
```

## (g) A tangent below the soft core

**Task.** For $a>0$, $s>0$ and real $x$, show that $v_a(x/s)$, as a function of $s$, lies on or above its tangent at $s=1$:

$$v_a(x)-(s-1)\frac{x^2}{(x^2+a^2)^{3/2}}\le v_a(x/s).$$

**Solution.** Write $x=sy$, $p=\sqrt{y^2+a^2}$ and $q=\sqrt{s^2y^2+a^2}$. The right side is $-1/p$. The left side is

$$-\frac{q^2+(s-1)s^2y^2}{q^3}=-\frac{a^2+s^3y^2}{q^3}.$$

The claim is thus $q^3\le p\,(a^2+s^3y^2)$. Both sides are positive, so they may be squared:

$$(s^2y^2+a^2)^3\le(y^2+a^2)(a^2+s^3y^2)^2.$$

Expanding, the right side minus the left side is

$$a^4y^2(2s^3-3s^2+1)+a^2y^4s^3(s^3-3s+2),$$

and factoring the brackets turns this into

$$a^4y^2(s-1)^2(2s+1)+a^2y^4s^3(s-1)^2(s+2)\ge0.$$

The Lean proof makes the same substitution and replaces the two roots by letters `p` and `q` that keep only their signs and squares. The factored difference is `hnon`, the squared inequality is `hsq`, and `hcube` takes the root. The steps `h1`, `h2` and `h3` return to the fractions.

```lean
/-- For `a > 0` and `s > 0`, the soft core at the contracted radius `x / s` lies on or above its
tangent line in `s` at `s = 1`. -/
theorem softCore_tangent_le {a s : ℝ} (ha : 0 < a) (hs : 0 < s) (x : ℝ) :
    softCore a x - (s - 1) * (x ^ 2 / √(x ^ 2 + a ^ 2) ^ 3) ≤ softCore a (x / s) := by
  obtain ⟨y, rfl⟩ : ∃ y, x = s * y := ⟨x / s, by field_simp⟩
  rw [mul_div_cancel_left₀ y hs.ne']
  unfold softCore
  have hp : 0 < √(y ^ 2 + a ^ 2) := Real.sqrt_pos.2 (by positivity)
  have hq : 0 < √((s * y) ^ 2 + a ^ 2) := Real.sqrt_pos.2 (by positivity)
  have hp2 := Real.sq_sqrt (show 0 ≤ y ^ 2 + a ^ 2 by positivity)
  have hq2 := Real.sq_sqrt (show 0 ≤ (s * y) ^ 2 + a ^ 2 by positivity)
  generalize √(y ^ 2 + a ^ 2) = p at hp hp2 ⊢
  generalize √((s * y) ^ 2 + a ^ 2) = q at hq hq2 ⊢
  -- the difference of the squared sides is a sum of nonnegative terms
  have hnon : 0 ≤ y ^ 2 * a ^ 4 * (s - 1) ^ 2 * (2 * s + 1) +
      a ^ 2 * y ^ 4 * s ^ 3 * (s - 1) ^ 2 * (s + 2) := by positivity
  have hsq : (q ^ 3) ^ 2 ≤ (p * (a ^ 2 + s * (s * y) ^ 2)) ^ 2 := by
    calc (q ^ 3) ^ 2 = (q ^ 2) ^ 3 := by ring
      _ = ((s * y) ^ 2 + a ^ 2) ^ 3 := by rw [hq2]
      _ ≤ (y ^ 2 + a ^ 2) * (a ^ 2 + s * (s * y) ^ 2) ^ 2 := by linarith
      _ = (p * (a ^ 2 + s * (s * y) ^ 2)) ^ 2 := by rw [← hp2]; ring
  have hcube : q ^ 3 ≤ p * (a ^ 2 + s * (s * y) ^ 2) :=
    (pow_le_pow_iff_left₀ (by positivity) (by positivity) two_ne_zero).1 hsq
  have h1 : 1 / p ≤ (a ^ 2 + s * (s * y) ^ 2) / q ^ 3 := by
    rw [div_le_div_iff₀ hp (pow_pos hq 3)]
    linarith
  have h2 : -1 / q = -((s * y) ^ 2 + a ^ 2) / q ^ 3 := by
    rw [← hq2, div_eq_div_iff hq.ne' (pow_pos hq 3).ne']
    ring
  have h3 : -1 / q - (s - 1) * ((s * y) ^ 2 / q ^ 3) =
      -((a ^ 2 + s * (s * y) ^ 2) / q ^ 3) := by
    rw [h2]
    ring
  rw [h3, neg_div]
  exact neg_le_neg h1
```

## (h) Stationary means minimal

**Task.** Let $a>0$ and all $w_i>0$. For $V=v_a$, show that $E$ is stationary at $s=1$ exactly when

$$E(1)\le E(s)\quad\text{for all } s>0.$$

**Solution.** Suppose first that $E$ is stationary. Apply (g) with $x=r_i$, multiply by $w_i$ and add. By (d), the tangent terms add up to $2T$, so

$$\sum_i w_i\,v_a(r_i/s)\ge\langle V\rangle-2(s-1)T.$$

Adding $s^2T$ gives

$$E(s)\ge\langle V\rangle+(s^2-2s+2)T=E(1)+(s-1)^2T.$$

By (d) again, $T\ge0$, and the inequality follows.

Conversely, suppose that $s=1$ is a minimum over $s>0$. It is an interior point of that range, and $E$ is differentiable there by (a) and (c), so $E'(1)=0$.

In Lean, `hsum` is the summed tangent inequality, and `nlinarith` finishes with the nonnegative term $2T(s-1)^2$. For the converse, `ev` restricts the minimum to a neighbourhood of 1, where the derivative at a local minimum vanishes. The minimum need not be unique: if all radii are zero, then $T=0$ and $E$ is constant on $s>0$.

```lean
/-- For the soft core with `a > 0` and positive weights, the energy is stationary at `s = 1`
exactly when `s = 1` minimises it over all positive scales. -/
theorem softCore_stationary_iff_minimum {a : ℝ} (ha : 0 < a) {T : ℝ} {w r : ι → ℝ}
    (hw : ∀ i, 0 < w i) :
    HasDerivAt (scaledEnergy T w r (softCore a)) 0 1 ↔
      ∀ s, 0 < s → scaledEnergy T w r (softCore a) 1 ≤ scaledEnergy T w r (softCore a) s := by
  constructor
  · intro h s hs
    have ht := (softCore_stationary_iff ha T w r).1 h
    have hT : 0 ≤ 2 * T := by
      rw [ht]
      exact Finset.sum_nonneg fun i _ => mul_nonneg (hw i).le (by positivity)
    -- sum the tangent inequalities
    have hsum : ∑ i, w i * softCore a (r i) - (s - 1) * (2 * T) ≤
        ∑ i, w i * softCore a (r i / s) := by
      rw [ht, Finset.mul_sum, ← Finset.sum_sub_distrib]
      refine Finset.sum_le_sum fun i _ => ?_
      calc _ = w i * (softCore a (r i) -
            (s - 1) * (r i ^ 2 / √(r i ^ 2 + a ^ 2) ^ 3)) := by ring
        _ ≤ _ := mul_le_mul_of_nonneg_left (softCore_tangent_le ha hs (r i)) (hw i).le
    unfold scaledEnergy
    simp only [div_one]
    nlinarith [mul_nonneg hT (sq_nonneg (s - 1))]
  · intro hmin
    have hd := hasDerivAt_scaledEnergy T w r (softCore a)
      fun i => (hasDerivAt_softCore ha (r i)).differentiableAt
    have ev : ∀ᶠ s in nhds (1 : ℝ),
        scaledEnergy T w r (softCore a) 1 ≤ scaledEnergy T w r (softCore a) s := by
      filter_upwards [Ioi_mem_nhds (zero_lt_one : (0 : ℝ) < 1)] with s hs
      exact hmin s hs
    have hl : IsLocalMin (scaledEnergy T w r (softCore a)) 1 := ev
    exact hd.congr_deriv (hl.hasDerivAt_eq_zero hd)

end

end SoftCoreVirial
```

```lean
#print axioms SoftCoreVirial.softCore_virial_defect
-- 'SoftCoreVirial.softCore_virial_defect' depends on axioms: [propext, Classical.choice, Quot.sound]
#print axioms SoftCoreVirial.two_lt_virial_ratio
-- 'SoftCoreVirial.two_lt_virial_ratio' depends on axioms: [propext, Classical.choice, Quot.sound]
#print axioms SoftCoreVirial.softCore_stationary_iff_minimum
-- 'SoftCoreVirial.softCore_stationary_iff_minimum' depends on axioms: [propext, Classical.choice, Quot.sound]
```
